# Exact su(2) spin symmetry of the equal Rashba–Dresselhaus model with scalar disorder made of finitely many plane waves

An electron in a two-dimensional semiconductor layer without inversion symmetry feels a spin–orbit field that depends on its momentum, so impurity scattering generally changes the axis about which the spin precesses. With $\hbar=1$, in-plane momentum $(k_x,k_y)$ and Pauli matrices $\sigma_x,\sigma_y$, the Rashba term is $\alpha(k_y\sigma_x-k_x\sigma_y)$ and, for a (001)-grown zinc-blende layer with $x,y$ along the cubic axes, the linear Dresselhaus term is $\beta(k_x\sigma_x-k_y\sigma_y)$. For equal strengths $\beta=\alpha$ they add to $\alpha(k_x+k_y)(\sigma_x-\sigma_y)$, a field along one fixed axis. With $p=(k_x+k_y)/\sqrt2$, $q$ the perpendicular momentum component and the fixed spin axis renamed $z$, the coupling is $2\alpha p\,\sigma_z$. This rotated form is postulated below. The question is which spin operators still commute with the Hamiltonian once spin-independent scattering is added.

## The model

A state is a function $f$ from momenta $k=(p,q)\in\mathbb R^2$ to $\mathbb C^2$, with component $0$ spin up and component $1$ spin down. `Spinor` holds all such functions, with no norm or inner product. The matrix $\sigma_+$ (`σp`) maps down to up, and $\sigma_-$ (`σm`) maps up to down.

```lean
import Mathlib

open Matrix

namespace PersistentSpinHelix

noncomputable section

/-- Two-component spinor functions of the in-plane momentum `k = (p, q)`. -/
abbrev Spinor := ℝ × ℝ → Fin 2 → ℂ

/-- Matrices acting on the spin index. -/
abbrev SpinMat := Matrix (Fin 2) (Fin 2) ℂ

/-- The Pauli matrix `σ_z`. -/
def σz : SpinMat := !![1, 0; 0, -1]

/-- The spin-raising matrix `σ_+`. -/
def σp : SpinMat := !![0, 1; 0, 0]

/-- The spin-lowering matrix `σ_-`. -/
def σm : SpinMat := !![0, 0; 1, 0]
```

For a spin matrix $M$, a shift $d\in\mathbb R^2$ and a matrix-valued function $E$, define
$$(T_{M,d}f)(k)=Mf(k+d),\qquad (B_Ef)(k)=E(k)f(k).$$
These are `spinShift M d` and `band E`. The product `*` of operators is composition, with the right factor acting first, and $[A,B]=AB-BA$.

```lean
/-- A spin matrix combined with a momentum shift: `f ↦ (k ↦ M f(k + d))`. -/
def spinShift (M : SpinMat) (d : ℝ × ℝ) : Module.End ℂ Spinor where
  toFun f := fun k => M *ᵥ f (k + d)
  map_add' f g := by funext k; simp [Matrix.mulVec_add]
  map_smul' c f := by funext k; simp [Matrix.mulVec_smul]

/-- Multiplication by a momentum-dependent spin matrix: `f ↦ (k ↦ E(k) f(k))`. -/
def band (E : ℝ × ℝ → SpinMat) : Module.End ℂ Spinor where
  toFun f := fun k => E k *ᵥ f k
  map_add' f g := by funext k; simp [Matrix.mulVec_add]
  map_smul' c f := by funext k; simp [Matrix.mulVec_smul]
```

With effective mass $m$ and coupling $\alpha$, both real, the clean Hamiltonian is $H_0=B_h$, where $h(k)=\frac{p^2+q^2}{2m}+2\alpha p\,\sigma_z$. Its bands are $\varepsilon_{\uparrow}(k)=\frac{p^2+q^2}{2m}+2\alpha p$ and $\varepsilon_{\downarrow}(k)=\frac{p^2+q^2}{2m}-2\alpha p$. In the code `k.1` is $p$ and `k.2` is $q$. The disorder is $V=\sum_{j\in s}c_jT_{1,d_j}$ over a finite index set $s$, and $H=H_0+V$. If $f(k)=\int e^{-ik\cdot r}\psi(r)\,d^2r$ for a wave function $\psi$ of position $r$, then $V$ corresponds to the potential $\sum_jc_je^{-id_j\cdot r}$, the same for both spins. The amplitudes $c_j$ are arbitrary complex numbers, so the potential need not be real.

```lean
/-- Kinetic energy `(p² + q²)/(2m)`. -/
def kin (m : ℝ) (k : ℝ × ℝ) : ℝ := (k.1 ^ 2 + k.2 ^ 2) / (2 * m)

/-- The band matrix `(p² + q²)/(2m) + 2 α p σ_z`. -/
def hMat (m α : ℝ) (k : ℝ × ℝ) : SpinMat :=
  ((kin m k : ℝ) : ℂ) • (1 : SpinMat) + ((2 * α * k.1 : ℝ) : ℂ) • σz

/-- The clean Hamiltonian: multiplication by the band matrix. -/
def H0 (m α : ℝ) : Module.End ℂ Spinor := band (hMat m α)

/-- Scalar disorder: a finite sum of spin-independent momentum shifts `d j`
with amplitudes `c j`. -/
def disorder {ι : Type*} (s : Finset ι) (c : ι → ℂ) (d : ι → ℝ × ℝ) : Module.End ℂ Spinor :=
  ∑ j ∈ s, c j • spinShift 1 (d j)

/-- The full Hamiltonian: clean part plus scalar disorder. -/
def H {ι : Type*} (m α : ℝ) (s : Finset ι) (c : ι → ℂ) (d : ι → ℝ × ℝ) :
    Module.End ℂ Spinor := H0 m α + disorder s c d
```

For a wave vector $Q=(Q_1,Q_2)$ set $S_+=T_{\sigma_+,Q}$, $S_-=T_{\sigma_-,-Q}$, $S_z=\tfrac12T_{\sigma_z,0}$, $S_x=\tfrac12(S_++S_-)$ and $S_y=-\tfrac i2(S_+-S_-)$.

```lean
/-- `S_+ f(k) = σ_+ f(k + Q)`. -/
def Sp (Q : ℝ × ℝ) : Module.End ℂ Spinor := spinShift σp Q

/-- `S_- f(k) = σ_- f(k - Q)`. -/
def Sm (Q : ℝ × ℝ) : Module.End ℂ Spinor := spinShift σm (-Q)

/-- `S_z f(k) = (σ_z / 2) f(k)`. -/
def Sz : Module.End ℂ Spinor := (1 / 2 : ℂ) • spinShift σz 0

/-- `S_x = (S_+ + S_-)/2`. -/
def Sx (Q : ℝ × ℝ) : Module.End ℂ Spinor := (1 / 2 : ℂ) • (Sp Q + Sm Q)

/-- `S_y = -i (S_+ - S_-)/2`. -/
def Sy (Q : ℝ × ℝ) : Module.End ℂ Spinor := (-Complex.I / 2) • (Sp Q - Sm Q)
```

## (a) Composition of spin shifts

Show that $T_{M,d}T_{N,e}=T_{MN,\,d+e}$ for spin matrices $M,N$ and shifts $d,e$.

Acting on $f$ at $k$,
$$(T_{M,d}T_{N,e}f)(k)=M\,(T_{N,e}f)(k+d)=MN\,f(k+d+e).$$
The `show` line displays the fully expanded left side against the claimed right side, and `Matrix.mulVec_mulVec` merges the two matrix actions.

```lean
/-- Composing two spin-shift operators multiplies the spin matrices and adds the shifts. -/
theorem spinShift_mul (M N : SpinMat) (d e : ℝ × ℝ) :
    spinShift M d * spinShift N e = spinShift (M * N) (d + e) := by
  refine LinearMap.ext fun f => funext fun k => ?_
  show M *ᵥ (N *ᵥ f (k + d + e)) = (M * N) *ᵥ f (k + (d + e))
  rw [Matrix.mulVec_mulVec, add_assoc]
```

## (b) Commutation with a band operator

Show that $T_{M,d}$ commutes with $B_E$ if and only if $ME(k+d)=E(k)M$ for every $k$.

The two orders give $(T_{M,d}B_Ef)(k)=ME(k+d)f(k+d)$ and $(B_ET_{M,d}f)(k)=E(k)Mf(k+d)$, so the matrix identity implies commutation. Conversely, take the constant function $f=v$ with $v\in\mathbb C^2$. Then $ME(k+d)v=E(k)Mv$ for all $v$, and matrices with the same action are equal. The test is `hv`, and the last inference is `Matrix.toLin'.injective`. The constant function is not square-integrable, and it is admissible because `Spinor` imposes no such condition.

```lean
/-- A spin-shift operator commutes with a band operator exactly when
`M E(k + d) = E(k) M` at every momentum. -/
theorem commute_band_iff (M : SpinMat) (d : ℝ × ℝ) (E : ℝ × ℝ → SpinMat) :
    Commute (spinShift M d) (band E) ↔ ∀ k, M * E (k + d) = E k * M := by
  constructor
  · intro h k
    refine Matrix.toLin'.injective (LinearMap.ext fun v => ?_)
    -- test the commutator on the constant spinor field `v`
    have hv : M *ᵥ (E (k + d) *ᵥ v) = E k *ᵥ (M *ᵥ v) :=
      congrFun (LinearMap.congr_fun h.eq (fun _ => v)) k
    rw [Matrix.toLin'_apply, Matrix.toLin'_apply, ← Matrix.mulVec_mulVec,
      ← Matrix.mulVec_mulVec, hv]
  · intro h
    refine LinearMap.ext fun f => funext fun k => ?_
    show M *ᵥ (E (k + d) *ᵥ f (k + d)) = E k *ᵥ (M *ᵥ f (k + d))
    rw [Matrix.mulVec_mulVec, Matrix.mulVec_mulVec, h k]
```

## (c) Scalar disorder commutes with every spin shift

Show that $[T_{M,e},V]=0$ for all $M$, $e$ and all disorder data.

By (a), $T_{M,e}T_{1,d_j}=T_{M,\,e+d_j}$ and $T_{1,d_j}T_{M,e}=T_{M,\,d_j+e}$. These agree, so each term of $V$ commutes with $T_{M,e}$, and so does the sum. `Commute.sum_right` and `Commute.smul_right` perform the reduction to one term.

```lean
/-- Every spin-shift operator commutes with scalar disorder. -/
theorem commute_disorder {ι : Type*} (M : SpinMat) (e : ℝ × ℝ) (s : Finset ι) (c : ι → ℂ)
    (d : ι → ℝ × ℝ) : Commute (spinShift M e) (disorder s c d) := by
  refine Commute.sum_right _ _ _ fun j _ => Commute.smul_right ?_ _
  show spinShift M e * spinShift 1 (d j) = spinShift 1 (d j) * spinShift M e
  rw [spinShift_mul, spinShift_mul, Matrix.mul_one, Matrix.one_mul, add_comm]
```

## (d) Products of the spin matrices

Verify $\sigma_+\sigma_z=-\sigma_+$, $\sigma_z\sigma_+=\sigma_+$, $\sigma_-\sigma_z=\sigma_-$, $\sigma_z\sigma_-=-\sigma_-$ and $[\sigma_+,\sigma_-]=\sigma_z$.

Right multiplication by $\sigma_z$ negates column $1$, and left multiplication negates row $1$. The only nonzero entry of $\sigma_+$ lies in row $0$, column $1$, and that of $\sigma_-$ in row $1$, column $0$, which gives the first four identities. Finally $\sigma_+\sigma_-=\mathrm{diag}(1,0)$ and $\sigma_-\sigma_+=\mathrm{diag}(0,1)$. Lean compares all entries.

```lean
/-- Products of `σ_±` with `σ_z`, and the commutator `[σ_+, σ_-] = σ_z`. -/
theorem pauli_table : σp * σz = -σp ∧ σz * σp = σp ∧ σm * σz = σm ∧ σz * σm = -σm ∧
    σp * σm - σm * σp = σz := by
  refine ⟨?_, ?_, ?_, ?_, ?_⟩ <;> ext i j <;> fin_cases i <;> fin_cases j <;>
    simp [σp, σm, σz, Matrix.mul_apply, Fin.sum_univ_succ]
```

## (e) Ladder relations for every wave vector

Show that $[S_z,S_\pm]=\pm S_\pm$ and $[S_+,S_-]=2S_z$ for any $Q$.

By (a) and (d), $S_zS_+=\tfrac12T_{\sigma_z\sigma_+,Q}=\tfrac12S_+$ and $S_+S_z=\tfrac12T_{-\sigma_+,Q}=-\tfrac12S_+$, with difference $S_+$. Likewise $S_zS_-=-\tfrac12S_-$ and $S_-S_z=\tfrac12S_-$, with difference $-S_-$. In the third commutator the shifts cancel in both orders:
$$[S_+,S_-]=T_{\sigma_+\sigma_-,0}-T_{\sigma_-\sigma_+,0}=T_{\sigma_z,0}=2S_z.$$
The steps `hneg` and `hsub` state that $T_{M,d}$ respects signs and differences of the matrix $M$, and `module` collects the coefficients.

```lean
/-- For any wave vector `Q`: `[S_z, S_±] = ± S_±` and `[S_+, S_-] = 2 S_z`. -/
theorem su2_ladder (Q : ℝ × ℝ) :
    Sz * Sp Q - Sp Q * Sz = Sp Q ∧ Sz * Sm Q - Sm Q * Sz = -Sm Q ∧
    Sp Q * Sm Q - Sm Q * Sp Q = (2 : ℂ) • Sz := by
  obtain ⟨t1, t2, t3, t4, t5⟩ := pauli_table
  have hneg : ∀ M d, spinShift (-M) d = -spinShift M d := fun M d => by
    refine LinearMap.ext fun f => funext fun k => ?_
    show (-M) *ᵥ f (k + d) = -(M *ᵥ f (k + d))
    rw [Matrix.neg_mulVec]
  have hsub : ∀ M N d, spinShift (M - N) d = spinShift M d - spinShift N d := fun M N d => by
    refine LinearMap.ext fun f => funext fun k => ?_
    show (M - N) *ᵥ f (k + d) = M *ᵥ f (k + d) - N *ᵥ f (k + d)
    rw [Matrix.sub_mulVec]
  refine ⟨?_, ?_, ?_⟩
  · simp only [Sz, Sp, smul_mul_assoc, mul_smul_comm, spinShift_mul, t1, t2, zero_add,
      add_zero, hneg]
    module
  · simp only [Sz, Sm, smul_mul_assoc, mul_smul_comm, spinShift_mul, t3, t4, zero_add,
      add_zero, hneg]
    module
  · -- the shifts by `Q` and `-Q` cancel in both orders
    rw [Sz, Sp, Sm, spinShift_mul, spinShift_mul, add_neg_cancel, neg_add_cancel, ← hsub, t5]
    module
```

## (f) Cartesian commutators

Show that $[S_x,S_y]=iS_z$, $[S_y,S_z]=iS_x$ and $[S_z,S_x]=iS_y$ for any $Q$.

Expanding and using (e),
$$[S_x,S_y]=-\tfrac i4\bigl(-[S_+,S_-]+[S_-,S_+]\bigr)=\tfrac i2[S_+,S_-]=iS_z,$$
$$[S_y,S_z]=\tfrac i2[S_z,S_+]-\tfrac i2[S_z,S_-]=\tfrac i2(S_++S_-)=iS_x,$$
$$[S_z,S_x]=\tfrac12[S_z,S_+]+\tfrac12[S_z,S_-]=\tfrac12(S_+-S_-)=iS_y.$$
The last equality is `hI`, which uses $i\cdot(-i/2)=1/2$. The last three `linear_combination` calls carry the coefficients of the ladder commutators above.

```lean
/-- For any wave vector `Q`: `[S_x, S_y] = i S_z` and its cyclic permutations. -/
theorem su2_cartesian (Q : ℝ × ℝ) :
    Sx Q * Sy Q - Sy Q * Sx Q = Complex.I • Sz ∧
    Sy Q * Sz - Sz * Sy Q = Complex.I • Sx Q ∧
    Sz * Sx Q - Sx Q * Sz = Complex.I • Sy Q := by
  obtain ⟨h1, h2, h3⟩ := su2_ladder Q
  have hI : Complex.I • Sy Q = (1 / 2 : ℂ) • (Sp Q - Sm Q) := by
    have hc : Complex.I * (-Complex.I / 2) = 1 / 2 := by
      linear_combination (-1 / 2 : ℂ) * Complex.I_mul_I
    rw [Sy, smul_smul, hc]
  rw [hI]
  simp only [Sx, Sy, smul_mul_assoc, mul_smul_comm, mul_add, add_mul, mul_sub, sub_mul]
  refine ⟨?_, ?_, ?_⟩
  · linear_combination (norm := module) (Complex.I / 2) • h3
  · linear_combination (norm := module) (Complex.I / 2) • h1 - (Complex.I / 2) • h2
  · linear_combination (norm := module) (1 / 2 : ℂ) • h1 + (1 / 2 : ℂ) • h2
```

## (g) Nesting of the two parabolic bands

For $m\ne0$, show that $\varepsilon_\downarrow(k+Q)=\varepsilon_\uparrow(k)$ holds for all $k$ if and only if $Q=(4m\alpha,0)$.

Multiplying the condition by $2m$ and cancelling $p^2+q^2$ gives
$$2pQ_1+Q_1^2+2qQ_2+Q_2^2=4m\alpha\,(2p+Q_1),$$
which is `g`. Subtracting the case $(p,q)=(0,0)$ from the case $(1,0)$ gives $2Q_1=8m\alpha$, and subtracting it from the case $(0,1)$ gives $2Q_2=0$. These are `hx` and `hy`. Conversely, for $Q=(4m\alpha,0)$ both sides equal $8m\alpha p+16m^2\alpha^2$, which `field_simp` and `ring` confirm. The condition $m\ne0$ says that the band has a finite curvature $1/m$, of either sign.

```lean
/-- For `m ≠ 0`, the spin-down band at `k + Q` equals the spin-up band at `k` for all `k` exactly
when `Q = (4 m α, 0)`. -/
theorem nesting_iff {m : ℝ} (hm : m ≠ 0) (α : ℝ) (Q : ℝ × ℝ) :
    (∀ k : ℝ × ℝ, kin m (k + Q) - 2 * α * (k + Q).1 = kin m k + 2 * α * k.1) ↔
      Q = (4 * m * α, 0) := by
  constructor
  · intro h
    have e : ∀ t : ℝ, t / (2 * m) * (2 * m) = t := fun t =>
      div_mul_cancel₀ t (mul_ne_zero two_ne_zero hm)
    -- multiply the nesting condition by `2 m`
    have g : ∀ p q : ℝ, 2 * p * Q.1 + Q.1 ^ 2 + 2 * q * Q.2 + Q.2 ^ 2
        = 4 * m * α * (2 * p + Q.1) := fun p q => by
      have h' : ((p + Q.1) ^ 2 + (q + Q.2) ^ 2) / (2 * m) - 2 * α * (p + Q.1)
          = (p ^ 2 + q ^ 2) / (2 * m) + 2 * α * p := h (p, q)
      linear_combination (2 * m) * h' - e ((p + Q.1) ^ 2 + (q + Q.2) ^ 2) + e (p ^ 2 + q ^ 2)
    have hx : Q.1 = 4 * m * α := by linear_combination (g 1 0 - g 0 0) / 2
    have hy : Q.2 = 0 := by linear_combination (g 0 1 - g 0 0) / 2
    exact Prod.ext hx hy
  · rintro rfl k
    show ((k.1 + 4 * m * α) ^ 2 + (k.2 + 0) ^ 2) / (2 * m) - 2 * α * (k.1 + 4 * m * α)
      = (k.1 ^ 2 + k.2 ^ 2) / (2 * m) + 2 * α * k.1
    field_simp
    ring
```

## (h) The raising operator and the clean Hamiltonian

For $m\ne0$, show that $[S_+,H_0]=0$ if and only if $Q=(4m\alpha,0)$.

By (b) the condition is $\sigma_+h(k+Q)=h(k)\sigma_+$ for all $k$. For numbers $a,b$, part (d) gives $\sigma_+(a+b\sigma_z)=(a-b)\sigma_+$ and $(a+b\sigma_z)\sigma_+=(a+b)\sigma_+$, which are `hL` and `hR`. The condition becomes $\varepsilon_\downarrow(k+Q)\,\sigma_+=\varepsilon_\uparrow(k)\,\sigma_+$. Reading off the entry in row $0$, column $1$ (`hinj`) leaves the nesting condition of (g).

```lean
/-- For `m ≠ 0`, `S_+` with wave vector `Q` commutes with the clean Hamiltonian exactly when `Q = (4
m α, 0)`. -/
theorem commute_Sp_H0_iff {m : ℝ} (hm : m ≠ 0) (α : ℝ) (Q : ℝ × ℝ) :
    Commute (Sp Q) (H0 m α) ↔ Q = (4 * m * α, 0) := by
  obtain ⟨t1, t2, -⟩ := pauli_table
  have hL : ∀ a b : ℂ, σp * (a • (1 : SpinMat) + b • σz) = (a - b) • σp := fun a b => by
    simp only [Matrix.mul_add, Matrix.mul_smul, Matrix.mul_one, t1]
    module
  have hR : ∀ a b : ℂ, (a • (1 : SpinMat) + b • σz) * σp = (a + b) • σp := fun a b => by
    simp only [Matrix.add_mul, Matrix.smul_mul, Matrix.one_mul, t2]
    module
  have hinj : ∀ x y : ℂ, x • σp = y • σp → x = y := fun x y h => by
    simpa [σp] using congrFun (congrFun h 0) 1
  -- commutation is the nesting condition of the two bands
  rw [Sp, H0, commute_band_iff, ← nesting_iff hm α Q]
  refine forall_congr' fun k => ?_
  unfold hMat
  rw [hL, hR, ← Complex.ofReal_sub, ← Complex.ofReal_add]
  exact ⟨fun h => Complex.ofReal_injective (hinj _ _ h), fun h => by rw [h]⟩
```

The sign of the shift needs care. The function $k\mapsto f(k+Q)$ moves a packet centred at $k_0$ to $k_0-Q$, so $S_+$ lowers $p$ by $4m\alpha$. It carries the vertex of the down parabola at $p=2m\alpha$ to the vertex of the up parabola at $p=-2m\alpha$. Choosing $Q=-(4m\alpha,0)$ in both $S_+$ and $S_-$, that is, pairing $\sigma_+$ with the argument $k-(4m\alpha,0)$ and $\sigma_-$ with $k+(4m\alpha,0)$, still satisfies (e) and (f), so the algebra does not reveal the error, but by (h) this $S_+$ fails to commute with $H_0$ unless $\alpha=0$.

## (i) The symmetry of the disordered Hamiltonian

For $m\ne0$ and $Q=(4m\alpha,0)$, show that $S_+$, $S_-$ and $S_z$ commute with $H$ and obey the ladder relations.

The relations are (e), and commutation with $V$ is (c), so only $H_0$ remains. For $S_+$ this is (h). For $S_-$, part (d) gives $\sigma_-(a+b\sigma_z)=(a+b)\sigma_-$ and $(a+b\sigma_z)\sigma_-=(a-b)\sigma_-$, so (b) requires $\varepsilon_\uparrow(k-Q)=\varepsilon_\downarrow(k)$. This is nesting at momentum $k-Q$, called `hn`. For $S_z$ the shift is zero and $\sigma_z$ commutes with $h(k)$, which is built from $1$ and $\sigma_z$.

```lean
/-- For `m ≠ 0` and `Q = (4 m α, 0)` the operators `S_+`, `S_-`, `S_z` commute with the Hamiltonian
including scalar disorder, and they obey the su(2) commutation relations. -/
theorem su2_symmetry {ι : Type*} {m : ℝ} (hm : m ≠ 0) (α : ℝ) (s : Finset ι) (c : ι → ℂ)
    (d : ι → ℝ × ℝ) (Q : ℝ × ℝ) (hQ : Q = (4 * m * α, 0)) :
    (Commute (Sp Q) (H m α s c d) ∧ Commute (Sm Q) (H m α s c d) ∧
      Commute Sz (H m α s c d)) ∧
    (Sz * Sp Q - Sp Q * Sz = Sp Q ∧ Sz * Sm Q - Sm Q * Sz = -Sm Q ∧
      Sp Q * Sm Q - Sm Q * Sp Q = (2 : ℂ) • Sz) := by
  obtain ⟨-, -, t3, t4, -⟩ := pauli_table
  refine ⟨⟨?_, ?_, ?_⟩, su2_ladder Q⟩
  · exact ((commute_Sp_H0_iff hm α Q).2 hQ).add_right (commute_disorder σp Q s c d)
  · refine Commute.add_right ?_ (commute_disorder σm (-Q) s c d)
    have hL : ∀ a b : ℂ, σm * (a • (1 : SpinMat) + b • σz) = (a + b) • σm := fun a b => by
      simp only [Matrix.mul_add, Matrix.mul_smul, Matrix.mul_one, t3]
      module
    have hR : ∀ a b : ℂ, (a • (1 : SpinMat) + b • σz) * σm = (a - b) • σm := fun a b => by
      simp only [Matrix.add_mul, Matrix.smul_mul, Matrix.one_mul, t4]
      module
    rw [Sm, H0, commute_band_iff]
    intro k
    -- nesting read at momentum `k - Q`
    have hn := (nesting_iff hm α Q).2 hQ (k + -Q)
    rw [neg_add_cancel_right] at hn
    unfold hMat
    rw [hL, hR, ← Complex.ofReal_add, ← Complex.ofReal_sub, hn]
  · refine Commute.smul_left (Commute.add_right ?_ (commute_disorder σz 0 s c d)) _
    rw [H0, commute_band_iff]
    intro k
    rw [add_zero]
    simp only [hMat, Matrix.mul_add, Matrix.add_mul, Matrix.mul_smul, Matrix.smul_mul,
      Matrix.mul_one, Matrix.one_mul]
```

In words, `su2_symmetry` takes any real $m\neq0$ (`hm`), any real $\alpha$, any finite index set `s` with amplitudes `c` and shifts `d`, and the wave vector fixed by `hQ`. It concludes three commutations, where `Commute A B` means $AB=BA$, and three commutator identities. The empty set `s` gives the clean system, and $\alpha=0$ gives $Q=0$ and ordinary spin rotation symmetry. The statement is algebraic. Without an inner product it says neither that $S_-$ is the adjoint of $S_+$ nor that $H$ is self-adjoint, and it contains no time evolution.

Two small examples show what the assumptions do. Replace the scalar disorder by the spin-dependent term $T_{\sigma_z,0}$, a uniform Zeeman field. Then (a) and (d) give $[S_+,T_{\sigma_z,0}]=-2S_+\neq0$. Drop `hm` and take $m=0$, $\alpha=1$. Lean's division by zero makes `kin` vanish, so $h(k)=2p\,\sigma_z$ and $Q=0$, while $\sigma_+h(k)=-2p\,\sigma_+$ differs from $h(k)\sigma_+=2p\,\sigma_+$ at $p=1$.

## (j) Uniqueness of the wave vector

For $m\ne0$ and any scalar disorder, show that $[S_+,H]=0$ forces $Q=(4m\alpha,0)$.

By (c), $[S_+,V]=0$, hence $[S_+,H_0]=[S_+,H]-[S_+,V]=0$, and (h) fixes $Q$. The subtraction is `h.sub_right hd`. The uniqueness holds among operators of the form $T_{\sigma_+,Q}$ and says nothing about other symmetries of $H$.

```lean
/-- For `m ≠ 0` and any scalar disorder, `S_+` commutes with the full Hamiltonian only for the wave
vector `Q = (4 m α, 0)`. -/
theorem wavevector_unique {ι : Type*} {m : ℝ} (hm : m ≠ 0) (α : ℝ) (s : Finset ι)
    (c : ι → ℂ) (d : ι → ℝ × ℝ) (Q : ℝ × ℝ) (h : Commute (Sp Q) (H m α s c d)) :
    Q = (4 * m * α, 0) := by
  have hd : Commute (Sp Q) (disorder s c d) := commute_disorder σp Q s c d
  have h0 := h.sub_right hd
  rw [H, add_sub_cancel_right] at h0
  exact (commute_Sp_H0_iff hm α Q).1 h0

end

end PersistentSpinHelix
```

```lean
#print axioms PersistentSpinHelix.commute_disorder
#print axioms PersistentSpinHelix.su2_cartesian
#print axioms PersistentSpinHelix.su2_symmetry
#print axioms PersistentSpinHelix.wavevector_unique
```

```
'PersistentSpinHelix.commute_disorder' depends on axioms: [propext, Classical.choice, Quot.sound]
'PersistentSpinHelix.su2_cartesian' depends on axioms: [propext, Classical.choice, Quot.sound]
'PersistentSpinHelix.su2_symmetry' depends on axioms: [propext, Classical.choice, Quot.sound]
'PersistentSpinHelix.wavevector_unique' depends on axioms: [propext, Classical.choice, Quot.sound]
```

## Relation to the persistent spin helix

In position space $S_x$ corresponds to multiplication by $\tfrac12\bigl(\sigma_x\cos(Q\cdot r)+\sigma_y\sin(Q\cdot r)\bigr)$, with spin axes referred to the renamed frame, which is a spin pattern winding with wave vector $Q$. For one non-interacting electron with parabolic bands, exactly equal linear couplings, no cubic Dresselhaus term and a finite sum of scalar plane-wave scatterers, its commutation with $H$ at $Q=(4m\alpha,0)$ is the symmetry associated with the persistent spin helix. This commutation follows from (i) because $S_x=\tfrac12(S_++S_-)$, though it is not stated as a separate Lean theorem. No time evolution or spin lifetime is computed here. The rotation of axes, the Fourier picture and the two examples in (i) are side arguments that the Lean code does not formalise.
